# For two equal nonzero spins with Heisenberg exchange J S₁·S₂, the thermal mean of S(S+1) falls strictly as J/kT rises

## Can the mean have a bump when the level populations do?

I have two equal spins $s=n/2$ with $n\ge 1$, coupled by $H=J\,\mathbf S_1\cdot\mathbf S_2$ in units with $\hbar=1$, so $J>0$ is antiferromagnetic. I write $x=J/kT$, with $k$ the Boltzmann constant and $T$ the temperature. The total spin $S$ runs over $0,1,\dots,n$. Each level has degeneracy $2S+1$ and, up to a common shift, energy $JS(S+1)/2$.

What I want is the thermal mean of $S(S+1)$, which sets the effective magnetic moment. Degeneracy favours large $S$, while antiferromagnetic exchange favours small $S$. For two spins 5/2, the population of the $S=1$ level first grows and then shrinks as $x$ increases from zero. Could the mean of $S(S+1)$ also go up and down somewhere, perhaps for ferromagnetic $J$?

## The slope is minus half a variance

No. For every $n\ge1$ the mean is strictly decreasing over all real $x$, so for both signs of $J$. Populations of single levels can pass through a maximum, but the slope of the mean is minus half a variance.

Write $c_S=S(S+1)$ and $w_S(x)=(2S+1)e^{-xc_S/2}$, and define, with all sums over $S=0,\dots,n$,

$$Z=\sum_S w_S,\qquad A=\sum_S w_Sc_S,\qquad B=\sum_S w_Sc_S^2 .$$

The mean is $M=A/Z$. Since $w_S'=-\tfrac12c_Sw_S$, we have $Z'=-A/2$ and $A'=-B/2$. The quotient rule gives

$$M'=\frac{-\tfrac12BZ+\tfrac12A^2}{Z^2}
=-\frac12\left(\frac BZ-M^2\right)
=-\frac12\,\frac{\sum_S w_S(c_S-M)^2}{Z}.$$

For $n\ge1$ the levels $S=0$ and $S=1$ are both present, with $c_0=0$ and $c_1=2$. They cannot both equal $M$, and both have positive weight, so the variance is positive and $M'<0$ everywhere.

**No coupling, or infinite temperature.** At $x=0$ only the degeneracies remain:

$$Z=\sum_{S=0}^n(2S+1)=(n+1)^2,\qquad
A=\sum_{S=0}^n(2S+1)S(S+1)=\frac{n(n+1)^2(n+2)}2 .$$

Both sums follow by induction. For $Z$, the next term gives $(n+1)^2+(2n+3)=(n+2)^2$. For $A$, it gives

$$\frac{n(n+1)^2(n+2)}2+(2n+3)(n+1)(n+2)
=\frac{(n+1)(n+2)}2\,(n^2+5n+6)=\frac{(n+1)(n+2)^2(n+3)}2 .$$

Hence $M(0)=n(n+2)/2=2s(s+1)$, the value for two independent spins.

**Strong coupling relative to temperature.** Divide numerator and denominator by the weight of a chosen level $g$:

$$\frac{w_S}{w_g}=\frac{2S+1}{2g+1}\,e^{x(c_g-c_S)/2}.$$

With $g=0$ and $x\to+\infty$, every ratio with $S\ne0$ vanishes, so $M\to c_0=0$. With $g=n$ and $x\to-\infty$, every ratio with $S\ne n$ vanishes, because $c_n-c_S=(n-S)(n+S+1)>0$. Then $M\to n(n+1)$.

**Spin correlation.** From $\mathbf S_1\cdot\mathbf S_2=\tfrac12[S(S+1)-2s(s+1)]$ we get

$$\langle\mathbf S_1\cdot\mathbf S_2\rangle=\tfrac12[M(x)-M(0)],$$

which by monotonicity is negative exactly when $x>0$.

**Two spins 1/2.** Here $Z=1+3e^{-x}$ and $A=6e^{-x}$, so $M=6/(3+e^x)$.

For an isolated isotropic dimer with one common $g$-factor, the weak-field product $\chi T$ of susceptibility and temperature is proportional to $M$. At fixed $J$ it therefore rises with temperature for antiferromagnetic coupling and falls for ferromagnetic coupling.

Here is the argument in Lean 4 with Mathlib.

```lean
import Mathlib

open Filter Topology

namespace ExchangeDimer

noncomputable section

/-- The value `S(S+1)` of the squared total spin in the level `S`. -/
def casimir (S : ℕ) : ℝ := S * (S + 1)

/-- Boltzmann weight of the level `S` of the dimer: degeneracy `2S+1` times
`exp(-x S(S+1)/2)`, where `x` is the exchange constant divided by `kT`. -/
def weight (x : ℝ) (S : ℕ) : ℝ := (2 * S + 1) * Real.exp (-x * casimir S / 2)

/-- Partition function of two coupled spins `n/2`, whose total spin runs over `0, ..., n`. -/
def partitionFn (n : ℕ) (x : ℝ) : ℝ := ∑ S ∈ Finset.range (n + 1), weight x S

/-- Thermal average of a function `f` of the total spin for two coupled spins `n/2`. -/
def thermalAvg (n : ℕ) (x : ℝ) (f : ℕ → ℝ) : ℝ :=
  (∑ S ∈ Finset.range (n + 1), weight x S * f S) / partitionFn n x

/-- Every level has a positive Boltzmann weight. -/
theorem weight_pos (x : ℝ) (S : ℕ) : 0 < weight x S := by
  unfold weight
  positivity

/-- The partition function is positive. -/
theorem partitionFn_pos (n : ℕ) (x : ℝ) : 0 < partitionFn n x :=
  Finset.sum_pos (fun S _ => weight_pos x S) ⟨0, Finset.mem_range.2 (Nat.succ_pos n)⟩

/-- Differentiating a Boltzmann-weighted sum with respect to `x` brings down
a factor `-S(S+1)/2` in each term. -/
theorem hasDerivAt_weightedSum (n : ℕ) (x : ℝ) (f : ℕ → ℝ) :
    HasDerivAt (fun y => ∑ S ∈ Finset.range (n + 1), weight y S * f S)
      (-(1 / 2) * ∑ S ∈ Finset.range (n + 1), weight x S * (casimir S * f S)) x := by
  have hw : ∀ S : ℕ, HasDerivAt (fun y => weight y S)
      (-(1 / 2) * (weight x S * casimir S)) x := by
    intro S
    have h : HasDerivAt (fun y : ℝ => -y * casimir S / 2) (-casimir S / 2) x :=
      (((hasDerivAt_id' x).fun_neg.mul_const (casimir S)).div_const 2).congr_deriv (by ring)
    exact (h.exp.const_mul (2 * (S : ℝ) + 1)).congr_deriv (by unfold weight; ring)
  have hs := HasDerivAt.fun_sum (u := Finset.range (n + 1))
    (fun S _ => (hw S).mul_const (f S))
  refine hs.congr_deriv ?_
  rw [Finset.mul_sum]
  exact Finset.sum_congr rfl fun S _ => by ring

/-- Fluctuation relation: the slope of the mean of `S(S+1)` in `x` is minus one half
of the thermal variance of `S(S+1)`. -/
theorem hasDerivAt_mean (n : ℕ) (x : ℝ) :
    HasDerivAt (fun y => thermalAvg n y casimir)
      (-(1 / 2) * thermalAvg n x (fun S => (casimir S - thermalAvg n x casimir) ^ 2)) x := by
  have hZ : HasDerivAt (fun y => partitionFn n y)
      (-(1 / 2) * ∑ S ∈ Finset.range (n + 1), weight x S * casimir S) x := by
    have h := hasDerivAt_weightedSum n x (fun _ => 1)
    simp only [mul_one] at h
    exact h
  have hpos := (partitionFn_pos n x).ne'
  refine ((hasDerivAt_weightedSum n x casimir).fun_div hZ hpos).congr_deriv ?_
  -- expand the square in the variance
  have hexp : ∀ m : ℝ, ∑ S ∈ Finset.range (n + 1), weight x S * (casimir S - m) ^ 2
      = ∑ S ∈ Finset.range (n + 1), weight x S * (casimir S * casimir S)
        - 2 * m * ∑ S ∈ Finset.range (n + 1), weight x S * casimir S
        + m ^ 2 * partitionFn n x := by
    intro m
    unfold partitionFn
    rw [Finset.mul_sum, Finset.mul_sum, ← Finset.sum_sub_distrib, ← Finset.sum_add_distrib]
    exact Finset.sum_congr rfl fun S _ => by ring
  have key : ∀ A B Z : ℝ, Z ≠ 0 → (-(1 / 2) * B * Z - A * (-(1 / 2) * A)) / Z ^ 2
      = -(1 / 2) * ((B - 2 * (A / Z) * A + (A / Z) ^ 2 * Z) / Z) := by
    intro A B Z h
    linear_combination
      (-(1 / 2) * B * Z⁻¹ + (1 / 2) * A ^ 2 * Z⁻¹ ^ 2) * mul_inv_cancel₀ h
  simp only [thermalAvg]
  rw [hexp]
  exact key _ _ _ hpos

/-- At `x = 0` the mean of `S(S+1)` is `n(n+2)/2`. -/
theorem mean_zero (n : ℕ) : thermalAvg n 0 casimir = n * (n + 2) / 2 := by
  have hw : ∀ S : ℕ, weight 0 S = 2 * S + 1 := fun S => by simp [weight]
  have hZ : partitionFn n 0 = ((n : ℝ) + 1) ^ 2 := by
    unfold partitionFn
    induction n with
    | zero => simp [hw]
    | succ k ih =>
      rw [Finset.sum_range_succ, ih, hw]
      push_cast
      ring
  have hA : ∑ S ∈ Finset.range (n + 1), weight 0 S * casimir S
      = (n : ℝ) * (n + 2) / 2 * (n + 1) ^ 2 := by
    clear hZ
    induction n with
    | zero => simp [casimir]
    | succ k ih =>
      rw [Finset.sum_range_succ, ih, hw]
      simp only [casimir]
      push_cast
      ring
  unfold thermalAvg
  rw [hA, hZ, div_eq_iff (by positivity)]

/-- If the Boltzmann exponent of every other level relative to the level `g` tends to
minus infinity, then every thermal average tends to its value in the level `g`. -/
theorem tendsto_level {l : Filter ℝ} {n g : ℕ} (hg : g ≤ n) (f : ℕ → ℝ)
    (h : ∀ S ≤ n, S ≠ g → Tendsto (fun x => x * ((casimir g - casimir S) / 2)) l atBot) :
    Tendsto (fun x => thermalAvg n x f) l (𝓝 (f g)) := by
  have hmem : g ∈ Finset.range (n + 1) := Finset.mem_range.2 (by omega)
  -- populations relative to the level g
  have hr : ∀ S ∈ Finset.range (n + 1),
      Tendsto (fun x => weight x S / weight x g) l (𝓝 (if S = g then (1 : ℝ) else 0)) := by
    intro S hS
    by_cases hSg : S = g
    · rw [if_pos hSg, hSg]
      exact tendsto_const_nhds.congr fun x => (div_self (weight_pos x g).ne').symm
    · rw [if_neg hSg]
      have hS' : S ≤ n := by
        have := Finset.mem_range.1 hS
        omega
      have ht := (Real.tendsto_exp_atBot.comp (h S hS' hSg)).const_mul
        ((2 * (S : ℝ) + 1) / (2 * g + 1))
      rw [mul_zero] at ht
      refine ht.congr fun x => ?_
      simp only [weight, Function.comp_apply]
      rw [mul_div_mul_comm, ← Real.exp_sub]
      congr 2
      ring
  have hnum := tendsto_finsetSum (Finset.range (n + 1))
    fun S hS => (hr S hS).mul_const (f S)
  have hden := tendsto_finsetSum (Finset.range (n + 1)) hr
  simp only [ite_mul, one_mul, zero_mul] at hnum
  rw [Finset.sum_ite_eq', if_pos hmem] at hnum hden
  have hq := hnum.div hden one_ne_zero
  rw [div_one] at hq
  refine hq.congr fun x => ?_
  have ha : ∑ S ∈ Finset.range (n + 1), weight x S / weight x g * f S
      = (∑ S ∈ Finset.range (n + 1), weight x S * f S) / weight x g := by
    rw [Finset.sum_div]
    exact Finset.sum_congr rfl fun S _ => by ring
  change (∑ S ∈ Finset.range (n + 1), weight x S / weight x g * f S)
    / (∑ S ∈ Finset.range (n + 1), weight x S / weight x g) = _
  rw [ha, ← Finset.sum_div]
  exact div_div_div_cancel_right₀ (weight_pos x g).ne' _ _

/-- For two coupled spins `n/2` with `n ≥ 1`, the thermal mean of `S(S+1)` is strictly
decreasing in `x`, equals `n(n+2)/2` at `x = 0`, and tends to `0` as `x → ∞`. -/
theorem mean_strictAnti_and_limits {n : ℕ} (hn : 1 ≤ n) :
    StrictAnti (fun x => thermalAvg n x casimir) ∧
    thermalAvg n 0 casimir = n * (n + 2) / 2 ∧
    Tendsto (fun x => thermalAvg n x casimir) atTop (𝓝 0) := by
  have c0 : casimir 0 = 0 := by simp [casimir]
  refine ⟨strictAnti_of_deriv_neg fun x => ?_, mean_zero n, ?_⟩
  · rw [(hasDerivAt_mean n x).deriv]
    -- the levels S = 0 and S = 1 cannot both sit at the mean
    have hv : ∀ m : ℝ, 0 < thermalAvg n x (fun S => (casimir S - m) ^ 2) := by
      intro m
      refine div_pos (Finset.sum_pos'
        (fun S _ => mul_nonneg (weight_pos x S).le (sq_nonneg _)) ?_) (partitionFn_pos n x)
      by_cases hm : m = 0
      · exact ⟨1, Finset.mem_range.2 (by omega),
          mul_pos (weight_pos x 1) (by norm_num [hm, casimir])⟩
      · have h2 : 0 < m ^ 2 := by positivity
        exact ⟨0, Finset.mem_range.2 (by omega),
          mul_pos (weight_pos x 0) (by
            show 0 < (casimir 0 - m) ^ 2
            rw [c0]
            linarith [show (0 - m) ^ 2 = m ^ 2 by ring])⟩
    linarith [hv (thermalAvg n x casimir)]
  · have ht := tendsto_level (l := atTop) (Nat.zero_le n) casimir fun S _ hS => by
      have hS' : (0 : ℝ) < S := by exact_mod_cast Nat.pos_of_ne_zero hS
      have hc : 0 < casimir S := by unfold casimir; positivity
      exact tendsto_id.atTop_mul_const_of_neg (by rw [c0]; linarith)
    rwa [c0] at ht

/-- As `x → -∞` the mean of `S(S+1)` tends to `n(n+1)`. -/
theorem mean_tendsto_atBot (n : ℕ) :
    Tendsto (fun x => thermalAvg n x casimir) atBot (𝓝 ((n : ℝ) * (n + 1))) := by
  refine tendsto_level (l := atBot) le_rfl casimir fun S hS hne => ?_
  have h1 : (S : ℝ) < n := by exact_mod_cast lt_of_le_of_ne hS hne
  have h0 : (0 : ℝ) ≤ S := Nat.cast_nonneg S
  have hc : 0 < (casimir n - casimir S) / 2 := by
    unfold casimir
    nlinarith [mul_pos (sub_pos.2 h1) (show (0 : ℝ) < n + S + 1 by linarith)]
  exact tendsto_id.atBot_mul_const hc

/-- For `n ≥ 1` the thermal mean of `S₁·S₂ = (S(S+1) - 2s(s+1))/2`, with `s = n/2`,
is negative exactly when `x > 0`. -/
theorem correlation_neg_iff {n : ℕ} (hn : 1 ≤ n) (x : ℝ) :
    thermalAvg n x (fun S => (casimir S - 2 * ((n : ℝ) / 2 * (n / 2 + 1))) / 2) < 0
      ↔ 0 < x := by
  -- the average is affine in the observable
  have haff : ∀ a : ℝ, thermalAvg n x (fun S => (casimir S - a) / 2)
      = (thermalAvg n x casimir - a) / 2 := by
    intro a
    have hs : ∑ S ∈ Finset.range (n + 1), weight x S * ((casimir S - a) / 2)
        = (∑ S ∈ Finset.range (n + 1), weight x S * casimir S - a * partitionFn n x) / 2 := by
      unfold partitionFn
      rw [Finset.mul_sum, ← Finset.sum_sub_distrib, Finset.sum_div]
      exact Finset.sum_congr rfl fun S _ => by ring
    simp only [thermalAvg]
    rw [hs]
    linear_combination (-a / 2) * mul_inv_cancel₀ (partitionFn_pos n x).ne'
  have hlt : thermalAvg n x casimir < thermalAvg n 0 casimir ↔ 0 < x :=
    (mean_strictAnti_and_limits hn).1.lt_iff_gt
  rw [haff, ← hlt, mean_zero]
  constructor <;> intro h <;> linarith

/-- For two coupled spins `1/2` the thermal mean of `S(S+1)` is `6/(3 + exp x)`. -/
theorem mean_spin_half (x : ℝ) : thermalAvg 1 x casimir = 6 / (3 + Real.exp x) := by
  have c0 : casimir 0 = 0 := by simp [casimir]
  have c1 : casimir 1 = 2 := by norm_num [casimir]
  have h0 : weight x 0 = 1 := by simp [weight, c0]
  have h1 : weight x 1 = 3 / Real.exp x := by
    unfold weight
    rw [c1, show -x * 2 / 2 = -x by ring, Real.exp_neg]
    push_cast
    ring
  simp only [thermalAvg, partitionFn, Finset.sum_range_succ, Finset.sum_range_zero,
    h0, h1, c0, c1]
  rw [div_eq_div_iff (by positivity) (by positivity)]
  linear_combination 6 * mul_inv_cancel₀ (Real.exp_pos x).ne'

end

end ExchangeDimer
```

```lean
#print axioms ExchangeDimer.mean_strictAnti_and_limits
#print axioms ExchangeDimer.mean_tendsto_atBot
#print axioms ExchangeDimer.correlation_neg_iff
#print axioms ExchangeDimer.mean_spin_half
```

```
'ExchangeDimer.mean_strictAnti_and_limits' depends on axioms: [propext, Classical.choice, Quot.sound]
'ExchangeDimer.mean_tendsto_atBot' depends on axioms: [propext, Classical.choice, Quot.sound]
'ExchangeDimer.correlation_neg_iff' depends on axioms: [propext, Classical.choice, Quot.sound]
'ExchangeDimer.mean_spin_half' depends on axioms: [propext, Classical.choice, Quot.sound]
```

## What the Lean statements say about the dimer

The natural number `n` is twice the single-site spin, and `Finset.range (n + 1)` is the list of total spins $0,\dots,n$. The real number `x` is $J/kT$ with the sign convention above. The name `casimir` stands for the eigenvalue $S(S+1)$ of the squared total spin, my $c_S$. The function `weight` includes the degeneracy, so it is the weight of a whole multiplet and not of a single state. `thermalAvg n x f` is the normalised average of any real function `f` of the total spin.

The main theorem, `mean_strictAnti_and_limits`, assumes `1 ≤ n` and has three parts:

- `StrictAnti` says that whenever $x<y$, the mean at $y$ is smaller than the mean at $x$, for all real $x$ and $y$.
- The mean at zero is $n(n+2)/2$.
- `Tendsto ... atTop (𝓝 0)` says that the mean tends to zero as $x\to+\infty$.

For $n=0$ there is a single level and the mean is constantly zero, so strict decrease fails. The value at $x=0$ and the limit in `mean_tendsto_atBot` are stated for every `n`, including zero.

The theorem `hasDerivAt_mean` is the fluctuation relation, with the variance written as the thermal average of the squared deviation. `correlation_neg_iff` gives the sign of $\langle\mathbf S_1\cdot\mathbf S_2\rangle$, and `mean_spin_half` the closed form for two spins 1/2.

The step from the Hamiltonian to the level scheme is taken as input. The code contains no spin operators and no product space; it starts from the levels $S=0,\dots,n$ with their degeneracies and energies. In a real dimer, that scheme stands for purely isotropic bilinear exchange, with no zero-field splitting, no biquadratic term and no coupling to neighbouring dimers.

## From the derivative to the limits in Lean

`hasDerivAt_weightedSum` differentiates $\sum_S w_Sf(S)$ term by term for arbitrary `f`. Taking `f` equal to 1 gives $Z'=-A/2$, and taking it equal to `casimir` gives $A'=-B/2$. In `hasDerivAt_mean`, `fun_div` applies the quotient rule, with `partitionFn_pos` supplying the nonzero denominator. The local statement `hexp` expands the squared deviation under the sum, and `key` is the remaining identity between $A$, $B$ and $Z$.

Strict decrease then follows from `strictAnti_of_deriv_neg`, which needs a negative derivative at every point. The local statement `hv` proves that the mean squared deviation from any number $m$ is positive. If $m=0$, the $S=1$ term is positive; otherwise the $S=0$ term is. This is the observation that the two levels cannot both sit at the mean.

`mean_zero` proves the two closed sums by induction and divides them.

Both limits come from `tendsto_level`. Its hypothesis is that the exponent $x(c_g-c_S)/2$ tends to minus infinity for every level $S\ne g$. The step `hr` turns this into limits of the population ratios: 1 for the level $g$ and 0 for the others. Summing finitely many such limits handles the numerator and the denominator, and the common factor $w_g$ cancels at the end. The main theorem uses $g=0$, and `mean_tendsto_atBot` uses $g=n$.

In `correlation_neg_iff`, `haff` pulls the constant and the factor 1/2 out of the average. What remains is the comparison of $M(x)$ with $M(0)$, which strict monotonicity converts into $0<x$. `mean_spin_half` evaluates the two weights and simplifies the quotient.

As for the bump in the $S=1$ population, the same quotient rule gives the population $p_S=w_S/Z$ the slope $\tfrac12p_S(M-c_S)$, a side calculation that I did without Lean. A level gains population while its $c_S$ lies below the mean and loses it once the mean has dropped below $c_S$. For two spins 5/2 the mean starts at 17.5 and falls towards 0, so it passes $c_1=2$ on the way, and there the $S=1$ population has its maximum.
